# Under a Hermitian perturbation of finitely many levels, the second-order shifts of the lowest N sum to at most zero

Suppose a system has three energy levels and I switch on a weak perturbation that couples all of them. The second-order shift is negative for the lowest level and positive for the highest, but for the middle one it can have either sign, depending on which neighbour repels it more strongly. With more levels, the sign is undetermined in this way for every level between the lowest and the highest.

The partial sums seem to behave better. Let the levels be E_0 < E_1 < … < E_(n−1), let V be the Hermitian matrix of the perturbation in the unperturbed eigenbasis, and let

S_i = Σ_{k ≠ i} |V_ki|² / (E_i − E_k)

be the second-order shift of level i. I believe that the shifts of the lowest N levels always add up to zero or less, even when some of them are positive, and that the sum over the whole spectrum is exactly zero. Can this be made rigorous and machine-checked? I would also like to know when a partial sum vanishes before all levels are included, and whether degenerate levels spoil the argument.

## Couplings among the lowest levels cancel in pairs

The claim is correct, and degeneracies do no harm if the shift is defined by

S_i = Σ_{k : E_k ≠ E_i} |V_ki|² / (E_i − E_k).

For distinct levels this is your formula. With degeneracies, it leaves out the terms whose denominator would vanish.

It helps to give each level a real weight w_i and to study the weighted sum W = Σ_i w_i S_i. Written out, it runs over ordered pairs of levels with different energies:

W = Σ_{i,k : E_k ≠ E_i} w_i |V_ki|² / (E_i − E_k).

Now exchange the names i and k. The set of pairs stays the same, and Hermiticity gives |V_ik| = |V_ki|, but the denominator changes sign:

W = −Σ_{i,k : E_k ≠ E_i} w_k |V_ki|² / (E_i − E_k).

Adding the two expressions gives

2W = Σ_{i,k : E_k ≠ E_i} (w_i − w_k) |V_ki|² / (E_i − E_k).

Suppose that the weights do not increase with energy, so that E_i < E_k implies w_k ≤ w_i. If E_i < E_k, the factor w_i − w_k is non-negative and the denominator is negative. If E_i > E_k, both signs are reversed. Every term is therefore non-positive, and W ≤ 0.

A sum of non-positive terms vanishes only if each term does. If W = 0, then V_ki = 0 whenever E_i < E_k and w_k < w_i. Conversely, if those elements vanish, so does every term: either the two weights are equal, or the matrix element is zero, directly or through Hermiticity.

For the lowest N levels, take w_i = 1 for i < N and w_i = 0 for i ≥ N. Pairs inside the chosen set have equal weights and drop out, as do pairs above it. Each remaining pair appears twice in 2W, once in each order, with the same value. Hence

Σ_{i<N} S_i = −Σ_{i<N≤k, E_i≠E_k} |V_ki|² / (E_k − E_i).

Every denominator on the right is positive, because the levels are in ascending order. The sum is thus at most zero, and it equals zero exactly when V does not couple the lowest N levels to any of the others at a different energy. At N = n there are no others, so the shifts of the whole spectrum cancel.

For non-interacting fermions in finitely many spin orbitals under a one-body perturbation, Σ_{i<N} S_i is the second-order energy of the state with the lowest N spin orbitals filled, provided that the highest filled and lowest empty ones are not degenerate. Only couplings between filled and empty orbitals contribute to it.

Here is the complete Lean file.

```lean
import Mathlib

open Finset

namespace PartialSecondOrderSums

noncomputable section

variable {ι : Type*} [Fintype ι]

/-- The second-order energy shift of level `i` under the perturbation `V`, summed over all
levels whose energy differs from that of `i`. -/
def secondOrderShift (E : ι → ℝ) (V : Matrix ι ι ℂ) (i : ι) : ℝ :=
  ∑ k ∈ univ.filter (fun k => E k ≠ E i), ‖V k i‖ ^ 2 / (E i - E k)

/-- The occupation of level `i` when exactly the levels with index below `N` are filled. -/
def filling {n : ℕ} (N : ℕ) (i : Fin n) : ℝ := if i.val < N then 1 else 0

/-- For pairwise distinct levels, the levels that contribute to the shift of `i` are all
levels other than `i`. -/
theorem contributing_levels_of_distinct [DecidableEq ι] {E : ι → ℝ}
    (hE : Function.Injective E) (i : ι) :
    univ.filter (fun k => E k ≠ E i) = univ.erase i := by
  ext k
  simp [hE.eq_iff]

omit [Fintype ι] in
/-- A Hermitian perturbation couples two levels equally strongly in both directions. -/
theorem coupling_symm {V : Matrix ι ι ℂ} (hV : V.IsHermitian) (i k : ι) :
    ‖V i k‖ = ‖V k i‖ := by
  rw [← hV.apply i k, norm_star]

/-- For a Hermitian perturbation, twice the weighted sum of second-order shifts is a sum over
ordered pairs of levels of different energy, each pair entering with the difference of its weights.
-/
theorem weighted_shift_pairs (E w : ι → ℝ) {V : Matrix ι ι ℂ} (hV : V.IsHermitian) :
    2 * ∑ i, w i * secondOrderShift E V i =
      ∑ i, ∑ k ∈ univ.filter (fun k => E k ≠ E i),
        (w i - w k) * (‖V k i‖ ^ 2 / (E i - E k)) := by
  have direct : ∑ i, ∑ k ∈ univ.filter (fun k => E k ≠ E i),
      w i * (‖V k i‖ ^ 2 / (E i - E k)) = ∑ i, w i * secondOrderShift E V i := by
    simp only [secondOrderShift, Finset.mul_sum]
  -- exchanging the two levels reverses the sign of the energy denominator
  have swapped : ∑ i, ∑ k ∈ univ.filter (fun k => E k ≠ E i),
      w k * (‖V k i‖ ^ 2 / (E i - E k)) = -∑ i, w i * secondOrderShift E V i := by
    rw [← direct]
    simp only [Finset.sum_filter]
    refine Finset.sum_comm.trans ?_
    rw [← Finset.sum_neg_distrib]
    refine Finset.sum_congr rfl fun i _ => ?_
    rw [← Finset.sum_neg_distrib]
    refine Finset.sum_congr rfl fun k _ => ?_
    by_cases h : E k = E i
    · simp [h]
    · have h' : E i ≠ E k := fun e => h e.symm
      rw [if_pos h', if_pos h, coupling_symm hV i k, ← neg_sub (E i) (E k), div_neg]
      ring
  simp only [sub_mul, Finset.sum_sub_distrib]
  rw [swapped, direct]
  ring

omit [Fintype ι] in
/-- If the weights do not increase with energy, each pair of levels of different energy
contributes a non-positive amount. -/
theorem pair_nonpos {E w : ι → ℝ} (V : Matrix ι ι ℂ)
    (hw : ∀ i k, E i < E k → w k ≤ w i) {i k : ι} (h : E k ≠ E i) :
    (w i - w k) * (‖V k i‖ ^ 2 / (E i - E k)) ≤ 0 := by
  rcases lt_or_gt_of_ne h with h | h
  · exact mul_nonpos_iff.2 (Or.inr ⟨sub_nonpos.2 (hw k i h),
      div_nonneg (sq_nonneg _) (sub_nonneg.2 h.le)⟩)
  · exact mul_nonpos_iff.2 (Or.inl ⟨sub_nonneg.2 (hw i k h),
      div_nonpos_of_nonneg_of_nonpos (sq_nonneg _) (sub_nonpos.2 h.le)⟩)

/-- For a Hermitian perturbation and weights that do not increase with energy, the weighted sum of
the second-order shifts is non-positive. -/
theorem weighted_shift_nonpos {E w : ι → ℝ} {V : Matrix ι ι ℂ} (hV : V.IsHermitian)
    (hw : ∀ i k, E i < E k → w k ≤ w i) :
    ∑ i, w i * secondOrderShift E V i ≤ 0 := by
  have key := weighted_shift_pairs E w hV
  have hs : ∑ i, ∑ k ∈ univ.filter (fun k => E k ≠ E i),
      (w i - w k) * (‖V k i‖ ^ 2 / (E i - E k)) ≤ 0 :=
    Finset.sum_nonpos fun i _ => Finset.sum_nonpos fun k hk =>
      pair_nonpos V hw (Finset.mem_filter.1 hk).2
  linarith

/-- For a Hermitian perturbation `V` and weights that do not increase with energy, the weighted sum
of shifts vanishes exactly when `V` does not couple any level to a higher one of strictly smaller
weight. -/
theorem weighted_shift_eq_zero_iff {E w : ι → ℝ} {V : Matrix ι ι ℂ} (hV : V.IsHermitian)
    (hw : ∀ i k, E i < E k → w k ≤ w i) :
    ∑ i, w i * secondOrderShift E V i = 0 ↔
      ∀ i k, E i < E k → w k < w i → V k i = 0 := by
  have key := weighted_shift_pairs E w hV
  constructor
  · intro h0 i k hE hlt
    rw [h0, mul_zero] at key
    -- a vanishing sum of non-positive terms vanishes term by term
    have h1 := (Finset.sum_eq_zero_iff_of_nonpos (fun i _ => Finset.sum_nonpos fun k hk =>
      pair_nonpos V hw (Finset.mem_filter.1 hk).2)).1 key.symm i (Finset.mem_univ i)
    have h2 := (Finset.sum_eq_zero_iff_of_nonpos (fun k hk =>
      pair_nonpos V hw (Finset.mem_filter.1 hk).2)).1 h1 k
        (Finset.mem_filter.2 ⟨Finset.mem_univ k, hE.ne'⟩)
    rcases mul_eq_zero.1 h2 with h3 | h3
    · exact absurd h3 (sub_pos.2 hlt).ne'
    · rcases div_eq_zero_iff.1 h3 with h4 | h4
      · exact norm_eq_zero.1 (pow_eq_zero_iff (two_ne_zero)|>.1 h4)
      · exact absurd h4 (sub_neg.2 hE).ne
  · intro h
    have hs : ∑ i, ∑ k ∈ univ.filter (fun k => E k ≠ E i),
        (w i - w k) * (‖V k i‖ ^ 2 / (E i - E k)) = 0 := by
      refine Finset.sum_eq_zero fun i _ => Finset.sum_eq_zero fun k hk => ?_
      rcases lt_or_gt_of_ne (Finset.mem_filter.1 hk).2 with hE | hE
      · rcases (hw k i hE).eq_or_lt with e | hlt
        · simp [e]
        · rw [← coupling_symm hV i k, h k i hE hlt]
          simp
      · rcases (hw i k hE).eq_or_lt with e | hlt
        · simp [e]
        · rw [h i k hE hlt]
          simp
    linarith

/-- For a Hermitian perturbation and Boltzmann weights at inverse temperature `β ≥ 0`, the weighted
sum of the second-order shifts is non-positive. -/
theorem thermal_shift_nonpos (E : ι → ℝ) {V : Matrix ι ι ℂ} (hV : V.IsHermitian)
    {β : ℝ} (hβ : 0 ≤ β) :
    ∑ i, Real.exp (-(β * E i)) * secondOrderShift E V i ≤ 0 :=
  weighted_shift_nonpos (w := fun i => Real.exp (-(β * E i))) hV fun _ _ h =>
    Real.exp_le_exp.2 (neg_le_neg (mul_le_mul_of_nonneg_left h.le hβ))

/-- For levels in ascending order, the occupation of the lowest `N` levels does not increase
with energy. -/
theorem filling_antitone {n : ℕ} {E : Fin n → ℝ} (hE : Monotone E) (N : ℕ)
    (i k : Fin n) (h : E i < E k) : filling N k ≤ filling N i := by
  have hik : i.val < k.val := hE.reflect_lt h
  unfold filling
  split_ifs
  all_goals first | (exfalso; omega) | norm_num

/-- For levels in ascending order and a Hermitian perturbation, the second-order shifts of
the lowest `N` levels have a non-positive sum. -/
theorem lowest_shifts_nonpos {n : ℕ} {E : Fin n → ℝ} (hE : Monotone E)
    {V : Matrix (Fin n) (Fin n) ℂ} (hV : V.IsHermitian) (N : ℕ) :
    ∑ i ∈ univ.filter (fun i : Fin n => i.val < N), secondOrderShift E V i ≤ 0 := by
  have h := weighted_shift_nonpos hV (filling_antitone hE N)
  simpa only [filling, ite_mul, one_mul, zero_mul, ← Finset.sum_filter] using h

/-- For levels in ascending order and a Hermitian perturbation `V`, the shifts of the lowest `N`
levels sum to zero exactly when `V` does not couple them to any of the remaining levels of different
energy. -/
theorem lowest_shifts_eq_zero_iff {n : ℕ} {E : Fin n → ℝ} (hE : Monotone E)
    {V : Matrix (Fin n) (Fin n) ℂ} (hV : V.IsHermitian) (N : ℕ) :
    ∑ i ∈ univ.filter (fun i : Fin n => i.val < N), secondOrderShift E V i = 0 ↔
      ∀ i k : Fin n, i.val < N → N ≤ k.val → E i ≠ E k → V k i = 0 := by
  have h := weighted_shift_eq_zero_iff hV (filling_antitone hE N)
  simp only [filling, ite_mul, one_mul, zero_mul, ← Finset.sum_filter] at h
  rw [h]
  constructor
  · intro H i k hi hk hne
    have hik : i ≤ k := Fin.le_def.2 (by omega)
    refine H i k (lt_of_le_of_ne (hE hik) hne) ?_
    rw [if_pos hi, if_neg (not_lt.2 hk)]
    exact zero_lt_one
  · intro H i k hlt hf
    by_cases hi : i.val < N
    · by_cases hk : k.val < N
      · rw [if_pos hi, if_pos hk] at hf
        exact absurd hf (lt_irrefl _)
      · exact H i k hi (not_lt.1 hk) hlt.ne
    · have hik : i.val < k.val := hE.reflect_lt hlt
      rw [if_neg hi, if_neg (by omega)] at hf
      exact absurd hf (lt_irrefl _)

end

end PartialSecondOrderSums
```

```lean
#print axioms PartialSecondOrderSums.contributing_levels_of_distinct
-- 'PartialSecondOrderSums.contributing_levels_of_distinct' depends on axioms: [propext, Classical.choice, Quot.sound]
#print axioms PartialSecondOrderSums.thermal_shift_nonpos
-- 'PartialSecondOrderSums.thermal_shift_nonpos' depends on axioms: [propext, Classical.choice, Quot.sound]
#print axioms PartialSecondOrderSums.lowest_shifts_nonpos
-- 'PartialSecondOrderSums.lowest_shifts_nonpos' depends on axioms: [propext, Classical.choice, Quot.sound]
#print axioms PartialSecondOrderSums.lowest_shifts_eq_zero_iff
-- 'PartialSecondOrderSums.lowest_shifts_eq_zero_iff' depends on axioms: [propext, Classical.choice, Quot.sound]
```

## Levels, couplings and fillings in Lean

The unperturbed levels are a function `E : ι → ℝ` on a finite index set, and the perturbation is a complex matrix `V : Matrix ι ι ℂ`, understood in the unperturbed eigenbasis. `V.IsHermitian` says that V equals its conjugate transpose. The definition `secondOrderShift E V i` is the sum S_i above, with `V k i` for V_ki. The strength of the perturbation is not a separate parameter: if it is written λV, then S_i is the coefficient of λ².

The theorem `contributing_levels_of_distinct` makes the link to your formula. If `E` is injective, meaning that no two levels coincide, the summation range is the full index set with only i removed.

Your claim is `lowest_shifts_nonpos`. Its levels are indexed by `Fin n`, so they are numbered from 0 to n − 1, and the lowest N are those with `i.val < N`. The hypothesis `Monotone E` puts them in ascending order with ties allowed, which is weaker than your strict ordering. It is only a matter of labelling, since finitely many real levels can always be sorted, with the rows and columns of V permuted to match. The number N may be any natural number: for N = 0 the sum is empty, and for N ≥ n it covers the whole spectrum.

The theorem `lowest_shifts_eq_zero_iff` answers your question about vanishing partial sums. The sum is zero if and only if `V k i = 0` for every i below N and every k from N upwards with `E i ≠ E k`. Cancellation over the full spectrum is the case N = n, where no such k exists and the condition holds trivially.

Two more general theorems stand behind these. `weighted_shift_nonpos` and `weighted_shift_eq_zero_iff` allow any real weights that do not increase with energy. Their hypothesis `hw` compares only levels of different energy, so degenerate levels may carry different weights.

One application is `thermal_shift_nonpos`, which uses the weights exp(−βE_i) with β ≥ 0. These are not normalised. If there is at least one level, dividing by the positive number Z = Σ_i exp(−βE_i) turns the statement into one about the thermal mean:

(1/Z) Σ_i exp(−βE_i) S_i ≤ 0.

This is the mean of the shifts over the unperturbed populations. In general it is not the second-order change of the free energy, to which the first-order shifts can also contribute.

The file takes the perturbative formula as the definition of the shift. It does not derive it from the eigenvalues of the perturbed Hamiltonian, and it gives no bound on higher orders. The number of levels is finite, so a continuum is not covered. Degenerate levels need some care in interpretation: the individual S_i are then second-order energies only in a suitably adapted basis, and if N cuts through a degenerate group, the partial sum can depend on the basis chosen there. The inequality holds for the defined sum in every case.

## From the exchange of indices to the sign

The lemma `coupling_symm` supplies |V_ik| = |V_ki|: Hermiticity makes one element the complex conjugate of the other, and conjugation preserves the norm.

The central step is `weighted_shift_pairs`, the formula for 2W. Inside it, `direct` is the first expression for W, obtained by moving w_i into the inner sum. The statement `swapped` is the second expression, with w_k in place of w_i and the opposite sign. To prove it, the restriction E_k ≠ E_i is first written as an if-condition inside an unrestricted double sum, so that `Finset.sum_comm` can exchange the order of summation. The terms are then compared one at a time. For equal energies both sides are zero. For different energies, `coupling_symm` matches the numerators, while `neg_sub` and `div_neg` carry out the change of sign in the denominator. Subtracting `swapped` from `direct` gives W − (−W) = 2W.

The lemma `pair_nonpos` contains the sign argument for a single pair. It splits `E k ≠ E i` into the two possible orders and in each case multiplies a non-negative factor by a non-positive one. `weighted_shift_nonpos` sums this over all pairs, and `linarith` removes the factor of two.

For the equality condition, `weighted_shift_eq_zero_iff` starts from a vanishing double sum and applies `Finset.sum_eq_zero_iff_of_nonpos` twice, first to the sum over i and then to the sum over k. This isolates one vanishing term, a product of a weight difference and a quotient. The weight difference is non-zero because `w k < w i`, and the denominator is non-zero because `E i < E k`, so the matrix element must vanish. The converse goes through the two energy orders. In each, the weights are either equal, which makes the term zero, or strictly ordered, in which case the assumption removes the coupling. When k is the lower level, the assumption concerns `V i k`, and `coupling_symm` transfers the result to `V k i`.

The thermal theorem needs only that exp(−βE) does not increase with E when β ≥ 0.

For the lowest N levels, the weights are given by `filling N`, which is one below N and zero from N upwards. The lemma `filling_antitone` checks that they meet the weight condition. For ascending levels, `E i < E k` forces i < k, so k cannot be among the lowest N while i is not; `omega` rules out that case. In `lowest_shifts_nonpos`, the weighted sum with these zeros and ones is then simplified to the plain sum over i < N.

Finally, `lowest_shifts_eq_zero_iff` translates the general equality condition into the language of lowest and remaining levels. In one direction, i < N ≤ k and E_i ≠ E_k give E_i < E_k by the ordering, and the weights are one and zero. In the other, a strictly smaller weight at the higher level is possible only if i lies below N and k does not. All other combinations have equal weights or contradict the ordering.
